# Zero total moment makes a cell's toroidal moment independent of the origin, but not in general of the periodic images

After a magnetic electronic-structure calculation one may take the atomic positions and site moments of one cell and sum them into a toroidal moment. The list of positions already contains a choice of one periodic image for each atom, made for example when a program wraps the atoms into the cell. For point moments held fixed, the results below say when that choice and the choice of origin affect the answer, and which differences between two structures are free of the choice.

## Point moments that stay fixed when atoms move

Let the cell contain finitely many atoms, labelled i, at Cartesian positions r_i with magnetic moments m_i. The toroidal moment is

T = ½ Σ_i r_i × m_i.

The factor ½ is a convention, and no unit of moment is fixed. The step from this model to a real crystal is the replacement of its continuous magnetisation by point moments at the atomic sites; no hypothesis below justifies that step.

```lean
import Mathlib

open Matrix

namespace ToroidalMoment

noncomputable section
```

Vectors are triples of real numbers. Their components carry the indices 0, 1, 2 for x, y, z.

```lean
/-- Vectors in three-dimensional space. -/
abbrev Vec := Fin 3 → ℝ
```

The finite type `ι` labels the atoms, and the functions `r` and `m` give their positions and moments. The symbol `⨯₃` is the ordinary cross product.

```lean
variable {ι : Type*} [Fintype ι]

/-- The toroidal moment `T = (1/2) ∑ r_i × m_i` of moments `m_i` at positions `r_i`. -/
def toroidal (r m : ι → Vec) : Vec := (1 / 2 : ℝ) • ∑ i, (r i ⨯₃ m i)
```

The total moment is M = Σ_i m_i.

```lean
/-- The total magnetic moment of the cell. -/
def totalMoment (m : ι → Vec) : Vec := ∑ i, m i
```

The lattice is given by three vectors A_0, A_1, A_2, which textbooks usually write in lower case. A lattice vector is a combination of them with integer coefficients n_k:

R = Σ_k n_k A_k.

```lean
/-- The lattice vector with integer coordinates `n` along the three vectors `A`. -/
def latticeVector (A : Fin 3 → Vec) (n : Fin 3 → ℤ) : Vec := ∑ k, (n k : ℝ) • A k
```

Now displace each atom by its own vector u_i and leave its moment as it was. The cross product is linear in its first factor, so

(r_i + u_i) × m_i = r_i × m_i + u_i × m_i.

Summing over the atoms and multiplying by ½ gives

T(r + u) = T(r) + ½ Σ_i u_i × m_i.

This holds for displacements of any size. Fixed moments enter at the first of the two equations, where the same m_i stands on both sides. If the moments changed to m_i + δ_i during the displacement, there would be a further term ½ Σ_i (r_i + u_i) × δ_i.

In Lean the fixed moments appear as the same `m` on both sides of the statement. The proof expands the definition, uses `map_add` and `LinearMap.add_apply` for the linearity, and splits the sum with `Finset.sum_add_distrib`.

```lean
/-- Displacing each atom by `u_i` at fixed moments adds `(1/2) ∑ u_i × m_i` to the
toroidal moment. -/
theorem toroidal_displace (r u m : ι → Vec) :
    toroidal (fun i => r i + u i) m
      = toroidal r m + (1 / 2 : ℝ) • ∑ i, (u i ⨯₃ m i) := by
  simp only [toroidal, map_add, LinearMap.add_apply, Finset.sum_add_distrib, smul_add]
```

## A vanishing total moment

The condition M = 0 describes a compensated cell, as in an antiferromagnet. It decides whether the origin matters. Give every atom the same displacement a, which amounts to moving the origin by −a. The displacement formula becomes

T(r + a) = T(r) + ½ Σ_i a × m_i = T(r) + ½ a × M.

The Lean proof takes the displacement theorem with a constant function and uses `map_sum` to write the cross product of a with the total moment as a sum of cross products.

```lean
/-- Shifting all positions by `a` at fixed moments adds half the cross product of `a` with the total
moment to the toroidal moment. -/
theorem toroidal_shift (r m : ι → Vec) (a : Vec) :
    toroidal (fun i => r i + a) m
      = toroidal r m + (1 / 2 : ℝ) • (a ⨯₃ totalMoment m) := by
  have h := toroidal_displace r (fun _ => a) m
  simpa only [totalMoment, map_sum] using h
```

If M = 0, the extra term is zero and T is the same for every origin. Conversely, suppose that T is the same for every a. Then a × M = 0 for every a, and two choices of a are enough to find all components of M:

(1, 0, 0) × M = (0, −M_2, M_1)

(0, 1, 0) × M = (M_2, 0, −M_0).

The first line gives M_1 = M_2 = 0 and the second gives M_0 = 0. The next lemma carries out this step for a general vector `v`. Its three intermediate facts `e2`, `e1` and `e0` read off the components from the same two unit vectors.

```lean
/-- A vector whose cross product with every vector vanishes is zero. -/
theorem eq_zero_of_cross {v : Vec} (h : ∀ a : Vec, a ⨯₃ v = 0) : v = 0 := by
  -- two unit vectors already detect all three components
  have e2 : v 2 = 0 := by
    have := congrFun (h ![1, 0, 0]) 1
    simpa [cross_apply] using this
  have e1 : v 1 = 0 := by
    have := congrFun (h ![1, 0, 0]) 2
    simpa [cross_apply] using this
  have e0 : v 0 = 0 := by
    have := congrFun (h ![0, 1, 0]) 2
    simpa [cross_apply] using this
  ext i
  fin_cases i
  · exact e0
  · exact e1
  · exact e2
```

The origin criterion combines the two results. In the forward direction, `linear_combination` cancels T(r) from both sides and multiplies by 2, which leaves a × M = 0. In the backward direction, the hypothesis M = 0 is inserted into the shift formula.

```lean
/-- The toroidal moment is independent of the origin if and only if the total moment
vanishes. -/
theorem origin_independent_iff (r m : ι → Vec) :
    (∀ a : Vec, toroidal (fun i => r i + a) m = toroidal r m) ↔ totalMoment m = 0 := by
  constructor
  · intro h
    apply eq_zero_of_cross
    intro a
    have ha := h a
    rw [toroidal_shift] at ha
    linear_combination (norm := module) (2 : ℝ) • ha
  · intro h a
    rw [toroidal_shift, h, map_zero, smul_zero, add_zero]
```

Without M = 0, any shift a that is not parallel to M changes T. The change is perpendicular to M, so the component of T along M keeps its value under every shift.

## An image atom with the same moment

Replace atom j by its periodic image at r_j + R. Physically, the image carries the same moment m_j if R is a translation of the magnetic lattice. A translation of the chemical lattice does not guarantee this, so the cell is taken to be a magnetic cell, which in an antiferromagnet can be larger than the chemical one.

By hand, this is a displacement with u_j = R and u_i = 0 for all other atoms. One term of the sum survives:

T′ = T + ½ R × m_j.

The total moment does not occur in this formula. In a cell with two or more atoms, M = 0 therefore does not in general make the extra term vanish.

In Lean, `Function.update r j (r j + R)` is the list of positions with only the entry of atom `j` replaced. The proof first rewrites it as a displacement that equals `R` at `j` and zero elsewhere, then applies the displacement theorem, and `Finset.sum_eq_single j` picks out the surviving term. The theorem accepts any vector `R`; that it is a magnetic lattice translation is the physical reading.

```lean
/-- Moving atom `j` alone by any vector `R`, with all moments fixed, adds `(1/2) R × m_j` to the
toroidal moment. -/
theorem toroidal_image [DecidableEq ι] (r m : ι → Vec) (j : ι) (R : Vec) :
    toroidal (Function.update r j (r j + R)) m
      = toroidal r m + (1 / 2 : ℝ) • (R ⨯₃ m j) := by
  -- the replacement is a displacement of one atom only
  have hr : Function.update r j (r j + R)
      = fun i => r i + (if i = j then R else 0) := by
    funext i
    by_cases hi : i = j
    · subst hi
      simp
    · simp [hi]
  rw [hr, toroidal_displace, Finset.sum_eq_single j]
  · simp
  · intro i _ hi
    simp [hi]
  · simp
```

If R were instead a translation that reverses the moments, the atom at r_j + R would carry −m_j. The change in T would then be −½ (2r_j + R) × m_j, which depends on the position of the atom as well as on R.

## Lattice vectors that span space

A branch is a choice of one periodic image for every atom. In Lean it is a function `n` that assigns three integers to each atom, and atom i then sits at r_i plus its own lattice vector. The hypothesis `hA` says that the three vectors A_k span ℝ³, which means that the cell has nonzero volume.

Under this hypothesis T is the same for all branches if and only if every single moment is zero. One direction is immediate, since without moments every term of T vanishes. For the other, suppose that T is the same for all branches. Move atom j alone by A_k. The image formula gives

½ A_k × m_j = 0 for k = 0, 1, 2.

The spanning hypothesis is used next. It allows any vector a to be written as a = Σ_k c_k A_k with real coefficients c_k, so that

a × m_j = Σ_k c_k (A_k × m_j) = 0.

This holds for every a, and the argument with two unit vectors gives m_j = 0. Since j was arbitrary, all moments vanish.

The Lean proof takes the same route. The integers `if i = j ∧ l = k then 1 else 0` describe the move of atom `j` by one lattice vector, and `hk` records the three vanishing cross products. `Submodule.span_induction` then extends them to all of space: it checks the lattice vectors themselves, the zero vector, sums and scalar multiples. The hypothesis `hA` enters where an arbitrary `a` is placed in the span.

```lean
/-- For three lattice vectors that span space, the toroidal moment of the cell is the same
for all choices of periodic images if and only if every single moment is zero. -/
theorem image_independent_iff (A : Fin 3 → Vec)
    (hA : Submodule.span ℝ (Set.range A) = ⊤) (r m : ι → Vec) :
    (∀ n : ι → Fin 3 → ℤ,
      toroidal (fun i => r i + latticeVector A (n i)) m = toroidal r m)
      ↔ ∀ i, m i = 0 := by
  classical
  constructor
  · intro h j
    -- move atom `j` alone by one lattice vector
    have hk : ∀ k, A k ⨯₃ m j = 0 := by
      intro k
      have hn := h (fun i l => if i = j ∧ l = k then 1 else 0)
      have hr : (fun i => r i + latticeVector A (fun l => if i = j ∧ l = k then 1 else 0))
          = Function.update r j (r j + A k) := by
        funext i
        by_cases hi : i = j
        · subst hi
          simp [latticeVector]
        · simp [latticeVector, hi]
      rw [hr, toroidal_image] at hn
      linear_combination (norm := module) (2 : ℝ) • hn
    -- extend from the lattice vectors to all of space by linearity
    apply eq_zero_of_cross
    intro a
    have ha : a ∈ Submodule.span ℝ (Set.range A) := by
      rw [hA]
      exact Submodule.mem_top
    induction ha using Submodule.span_induction with
    | mem x hx =>
      obtain ⟨k, rfl⟩ := hx
      exact hk k
    | zero => simp
    | add x y _ _ hx hy => rw [map_add, LinearMap.add_apply, hx, hy, add_zero]
    | smul c x _ hx => rw [map_smul, LinearMap.smul_apply, hx, smul_zero]
  · intro h n
    simp [toroidal, h]
```

A compensated cell with any nonzero moment therefore has at least two branches with different T, although each of these values is independent of the origin.

The equivalence fails if all three A_k lie along one line. An atom with a nonzero moment along that line then contributes the same amount from each of its images, because R × m_j = 0. This counter-example reaches no further than collinear vectors: two independent lattice vectors would already force m_j = 0, since no nonzero vector is parallel to both.

## One branch for both structures

Differences of T are often of more interest than T itself, for example between a reference structure and a distorted one. Let R_i be the lattice vector that the chosen branch assigns to atom i. With fixed moments, the displacement formula gives

T(r + R + u) − T(r + R) = ½ Σ_i u_i × m_i = T(r + u) − T(r).

The branch has dropped out. This requires neither M = 0 nor lattice vectors that span space, and the theorem has no such hypotheses. Its proof applies the displacement theorem twice, once from the shifted positions and once from the original ones, and `abel` cancels what is common.

```lean
/-- At fixed moments, the change of the toroidal moment under atomic displacements `u_i`
is the same for every choice of periodic images. -/
theorem change_branch_independent (A : Fin 3 → Vec) (n : ι → Fin 3 → ℤ)
    (r u m : ι → Vec) :
    toroidal (fun i => r i + latticeVector A (n i) + u i) m
        - toroidal (fun i => r i + latticeVector A (n i)) m
      = toroidal (fun i => r i + u i) m - toroidal r m := by
  rw [toroidal_displace (fun i => r i + latticeVector A (n i)) u m,
    toroidal_displace r u m]
  abel
```

The conditions that matter are built into the left-hand side of the statement, where the same lattice vectors `A` and the same integers `n` appear in both terms. If an atom crosses a cell face during the distortion and a program wraps it back, the two structures lie on different branches, and the difference acquires a spurious term ½ R × m_j. Atoms should therefore be followed continuously from one structure to the other.

Fixed moments matter here as well. If they changed by δ_i along the way, the difference on the branch R_i would deviate from that on the original branch by ½ Σ_i R_i × δ_i. The lattice must stay fixed too. If a strain of the cell changed R_i to R_i + η_i with the same integers, while u_i remained the displacement of the atom at r_i, the deviation at fixed moments would be ½ Σ_i η_i × m_i.

## The smallest cell in which the two criteria differ

In a cell with one atom, M is the moment of that atom. Independence of the origin and independence of the image then both require this moment to vanish. Two atoms are the fewest for which M = 0 is possible with nonzero moments.

Take unit moments along +z and −z. Lean numbers the two atoms 0 and 1.

```lean
/-- Two opposite unit moments along `z`. -/
def antiparallelPair : Fin 2 → Vec := ![![0, 0, 1], ![0, 0, -1]]
```

Put atom 0 at the origin and atom 1 at x = ½, in units of a lattice constant along x. Atom 0 contributes nothing to T, and atom 1 gives

T = ½ (½, 0, 0) × (0, 0, −1) = (0, ¼, 0).

The image of atom 1 at x = ½ − 1 = −½ gives

T = ½ (−½, 0, 0) × (0, 0, −1) = (0, −¼, 0).

The difference agrees with the image formula for R = (−1, 0, 0):

½ R × m_1 = (0, −½, 0).

Both lists of positions describe the same crystal, and both values are independent of the origin, yet they have opposite signs. The theorem states the vanishing total moment and the two values of T. Its proof treats each claim component by component, with `cross_apply` supplying the formula for the cross product and `norm_num` finishing the arithmetic.

```lean
/-- The pair of opposite unit moments along `z` has zero total moment. Yet, with its first atom at
the origin, moving its second atom along the `x` axis from `x = 1/2` to the image at `x = 1/2 - 1`
turns the toroidal moment from `1/4` to `-1/4` along `y`. -/
theorem antiparallelPair_two_branches :
    totalMoment antiparallelPair = 0 ∧
    toroidal ![![0, 0, 0], ![1 / 2, 0, 0]] antiparallelPair = ![0, 1 / 4, 0] ∧
    toroidal ![![0, 0, 0], ![1 / 2 - 1, 0, 0]] antiparallelPair = ![0, -(1 / 4), 0] := by
  refine ⟨?_, ?_, ?_⟩ <;> ext i <;> fin_cases i <;>
    simp [totalMoment, toroidal, antiparallelPair, cross_apply, Fin.sum_univ_two] <;>
    norm_num

end

end ToroidalMoment
```

```lean
#print axioms ToroidalMoment.origin_independent_iff
#print axioms ToroidalMoment.image_independent_iff
#print axioms ToroidalMoment.change_branch_independent
#print axioms ToroidalMoment.antiparallelPair_two_branches
```

```
'ToroidalMoment.origin_independent_iff' depends on axioms: [propext, Classical.choice, Quot.sound]
'ToroidalMoment.image_independent_iff' depends on axioms: [propext, Classical.choice, Quot.sound]
'ToroidalMoment.change_branch_independent' depends on axioms: [propext, Classical.choice, Quot.sound]
'ToroidalMoment.antiparallelPair_two_branches' depends on axioms: [propext, Classical.choice, Quot.sound]
```
